# With potential and dipole fixed by the nuclei, classical cavity modes with self-energy shift the potential of mean force only by a constant

To ask whether a cavity changes the thermal free-energy differences between configurations of a molecule, one must first decide how the photons enter. Here they are classical: each of finitely many modes \(k\) has one real coordinate \(q_k\), Boltzmann-distributed at inverse temperature \(b\) (usually written \(\beta\)) and integrated out at fixed nuclear configuration \(x\). The molecule enters through a potential and a dipole that depend on \(x\) alone.

```lean
import Mathlib

open MeasureTheory Real

namespace CavityMeanForce

noncomputable section

variable {X ι : Type*} [Fintype ι]
```

`X` is the set of nuclear configurations, with no structure assumed. `ι` labels the modes and is finite. A photon configuration is a function `ι → ℝ`, one real number per mode.

## Two energies and a potential of mean force

```lean
/-- Model cavity energy at nuclear configuration `x` and photon coordinates `q`: the molecular
potential `V` plus one oscillator per mode, displaced by the dipole `m x`. -/
def cavityEnergy (V m : X → ℝ) (w l : ι → ℝ) (x : X) (q : ι → ℝ) : ℝ :=
  V x + ∑ k, (w k * q k - l k * m x) ^ 2 / 2
```

In ordinary notation,
\[ E(x,q) = V(x) + \sum_k \tfrac12\,(w_k q_k - l_k m(x))^2 . \]
`V` is the molecular potential and `m` the dipole component along a polarisation shared by all modes. `w` holds the mode frequencies (usually \(\omega_k\)), `l` the couplings (usually \(\lambda_k\)), and the \(q_k\) are mass-weighted. Kinetic energies are left out, since classically their momentum integrals separate.

This is a simplified form of the cavity Born-Oppenheimer energy. `V` and `m` depend on `x` alone, so the electrons do not respond to the photon coordinates. The self-energy contains the square of the mean dipole, so electronic fluctuations of the dipole are neglected too. In a real molecule either effect can add a shift that depends on `x`, which the results below do not cover.

```lean
/-- The energy without dipole self-energy: the molecular potential, the undisplaced
oscillators and the bilinear coupling of photon coordinates to the dipole. -/
def truncatedEnergy (V m : X → ℝ) (w l : ι → ℝ) (x : X) (q : ι → ℝ) : ℝ :=
  V x + ∑ k, ((w k * q k) ^ 2 / 2 - w k * q k * (l k * m x))
```

Expanding the square in \(E\) gives an oscillator term, a bilinear coupling and the dipole self-energy \(l_k^2m(x)^2/2\). The truncated energy keeps the first two.

```lean
/-- Potential of mean force at inverse temperature `b` for an energy `U`, obtained by
integrating out the photon coordinates; meant for `b > 0` and an integrable Boltzmann weight. -/
def meanForcePotential (b : ℝ) (U : X → (ι → ℝ) → ℝ) (x : X) : ℝ :=
  -(1 / b) * Real.log (∫ q : ι → ℝ, Real.exp (-b * U x q))
```

For any energy \(U\), this is
\[ F_U(x) = -\frac1b \log \int e^{-bU(x,q)}\,dq . \]
Lean assigns the value 0 to the integral of a non-integrable function, so the theorems below prove integrability as well.

## Integrating out the photons

```lean
/-- For `b > 0` and `w > 0`, the Boltzmann weight of one displaced oscillator is integrable,
and its integral does not depend on the displacement `a`. -/
theorem single_mode_integral {b w : ℝ} (hb : 0 < b) (hw : 0 < w) (a : ℝ) :
    Integrable (fun q : ℝ => Real.exp (-b * ((w * q - a) ^ 2 / 2))) ∧
    ∫ q : ℝ, Real.exp (-b * ((w * q - a) ^ 2 / 2)) = Real.sqrt (2 * π / (b * w ^ 2)) := by
  have hw0 : w ≠ 0 := hw.ne'
  have hb0 : b ≠ 0 := hb.ne'
  have hc : 0 < b * w ^ 2 / 2 := by positivity
  -- the weight is a Gaussian centred at a / w
  have hfun : (fun q : ℝ => Real.exp (-b * ((w * q - a) ^ 2 / 2)))
      = fun q : ℝ => Real.exp (-(b * w ^ 2 / 2) * (q - a / w) ^ 2) := by
    funext q
    have h : w * q - a = w * (q - a / w) := by field_simp
    rw [h]
    congr 1
    ring
  have e : ∫ q : ℝ, Real.exp (-(b * w ^ 2 / 2) * q ^ 2) = Real.sqrt (π / (b * w ^ 2 / 2)) :=
    integral_gaussian _
  rw [hfun]
  refine ⟨(integrable_exp_neg_mul_sq hc).comp_sub_right (a / w), ?_⟩
  -- translation invariance removes the displacement
  refine (integral_sub_right_eq_self
    (fun q : ℝ => Real.exp (-(b * w ^ 2 / 2) * q ^ 2)) (a / w)).trans (e.trans ?_)
  congr 1
  field_simp
```

For one mode with displacement \(a\), write \(wq-a = w(q-a/w)\). The weight is then a Gaussian centred at \(a/w\), and shifting the variable removes the displacement:
\[ \int e^{-\frac{bw^2}{2}(q-a/w)^2}dq = \int e^{-\frac{bw^2}{2}q^2}dq = \sqrt{\frac{2\pi}{bw^2}} . \]
In the proof, `hfun` rewrites the weight, `integral_sub_right_eq_self` performs the shift, and `integral_gaussian` supplies the value.

```lean
/-- For `b > 0` and positive mode frequencies, the cavity Boltzmann weight is integrable over
all photon coordinates, and its integral is the bare molecular weight times a factor
independent of the nuclear configuration. -/
theorem integrate_out_photons {b : ℝ} {w : ι → ℝ} (hb : 0 < b) (hw : ∀ k, 0 < w k)
    (V m : X → ℝ) (l : ι → ℝ) (x : X) :
    Integrable (fun q : ι → ℝ => Real.exp (-b * cavityEnergy V m w l x q)) ∧
    ∫ q : ι → ℝ, Real.exp (-b * cavityEnergy V m w l x q)
      = Real.exp (-b * V x) * ∏ k, Real.sqrt (2 * π / (b * w k ^ 2)) := by
  -- the weight factorises over the modes
  have hfac : (fun q : ι → ℝ => Real.exp (-b * cavityEnergy V m w l x q))
      = fun q : ι → ℝ => Real.exp (-b * V x) *
          ∏ k, Real.exp (-b * ((w k * q k - l k * m x) ^ 2 / 2)) := by
    funext q
    rw [cavityEnergy, mul_add, Real.exp_add, Finset.mul_sum, Real.exp_sum]
  rw [hfac]
  constructor
  · exact (Integrable.fintype_prod
      (f := fun (k : ι) (t : ℝ) => Real.exp (-b * ((w k * t - l k * m x) ^ 2 / 2)))
      (μ := fun _ => volume)
      (fun k => (single_mode_integral hb (hw k) (l k * m x)).1)).const_mul _
  · rw [integral_const_mul]
    congr 1
    exact (integral_fintype_prod_volume_eq_prod
      (f := fun (k : ι) (t : ℝ) => Real.exp (-b * ((w k * t - l k * m x) ^ 2 / 2)))).trans
      (Finset.prod_congr rfl fun k _ => (single_mode_integral hb (hw k) (l k * m x)).2)
```

The exponential of a sum is a product, so at fixed \(x\) the integral splits into one-mode integrals with \(a = l_k m(x)\):
\[ \int e^{-bE(x,q)}dq = e^{-bV(x)}\prod_k\sqrt{\frac{2\pi}{bw_k^2}} . \]
`hfac` is this factorisation. Two Mathlib results on finite products then carry integrability and value over from the single mode. `V` and `m` may be any functions, because nothing is integrated over \(x\).

```lean
/-- For `b > 0` and positive mode frequencies, the potential of mean force in the cavity is
the molecular potential minus a constant independent of `x`, the dipole and the couplings. -/
theorem meanForcePotential_cavity {b : ℝ} {w : ι → ℝ} (hb : 0 < b) (hw : ∀ k, 0 < w k)
    (V m : X → ℝ) (l : ι → ℝ) (x : X) :
    meanForcePotential b (cavityEnergy V m w l) x
      = V x - Real.log (∏ k, Real.sqrt (2 * π / (b * w k ^ 2))) / b := by
  have hprod : 0 < ∏ k, Real.sqrt (2 * π / (b * w k ^ 2)) :=
    Finset.prod_pos fun k _ => Real.sqrt_pos.2 (by have := hw k; positivity)
  have h : b * b⁻¹ = 1 := mul_inv_cancel₀ hb.ne'
  rw [meanForcePotential, (integrate_out_photons hb hw V m l x).2,
    Real.log_mul (Real.exp_ne_zero _) hprod.ne', Real.log_exp]
  linear_combination V x * h
```

Call the product \(Z\). It is positive (`hprod`), so the logarithm splits:
\[ F_E(x) = -\frac1b\left(-bV(x)+\log Z\right) = V(x)-\frac{\log Z}{b} . \]
With no modes at all, \(Z=1\) and \(F_E=V\).

```lean
/-- For `b > 0` and positive mode frequencies, the free-energy difference between two nuclear
configurations in the cavity equals the difference of the molecular potential. -/
theorem barrier_unchanged {b : ℝ} {w : ι → ℝ} (hb : 0 < b) (hw : ∀ k, 0 < w k)
    (V m : X → ℝ) (l : ι → ℝ) (x y : X) :
    meanForcePotential b (cavityEnergy V m w l) x - meanForcePotential b (cavityEnergy V m w l) y
      = V x - V y := by
  rw [meanForcePotential_cavity hb hw V m l x, meanForcePotential_cavity hb hw V m l y]
  ring
```

Subtracting two values cancels the constant, so \(F_E(x)-F_E(y)=V(x)-V(y)\). Despite the name `barrier_unchanged`, `x` and `y` are any two configurations; neither need be a transition state. The statement concerns equilibrium free energies, not reaction rates.

## Leaving out the self-energy

```lean
/-- The truncated energy is the full cavity energy minus the dipole self-energy. -/
theorem truncatedEnergy_eq (V m : X → ℝ) (w l : ι → ℝ) (x : X) (q : ι → ℝ) :
    truncatedEnergy V m w l x q
      = cavityEnergy V m w l x q - ∑ k, l k ^ 2 * m x ^ 2 / 2 := by
  rw [truncatedEnergy, cavityEnergy, add_sub_assoc, ← Finset.sum_sub_distrib]
  congr 1
  exact Finset.sum_congr rfl fun k _ => by ring
```

Completing the square mode by mode,
\[ \tfrac12(w_kq_k)^2 - w_kq_k\,l_km(x) = \tfrac12(w_kq_k-l_km(x))^2 - \tfrac12 l_k^2m(x)^2 . \]
Summing over \(k\) gives the identity; `ring` checks each term.

```lean
/-- For `b > 0` and positive mode frequencies, the Boltzmann weight without self-energy is
still integrable, and its potential of mean force lies below that of the full cavity energy
by the omitted self-energy. -/
theorem meanForcePotential_truncated {b : ℝ} {w : ι → ℝ} (hb : 0 < b) (hw : ∀ k, 0 < w k)
    (V m : X → ℝ) (l : ι → ℝ) (x : X) :
    Integrable (fun q : ι → ℝ => Real.exp (-b * truncatedEnergy V m w l x q)) ∧
    meanForcePotential b (truncatedEnergy V m w l) x
      = meanForcePotential b (cavityEnergy V m w l) x - ∑ k, l k ^ 2 * m x ^ 2 / 2 := by
  -- dropping the self-energy amounts to a modified molecular potential
  have h : truncatedEnergy V m w l
      = cavityEnergy (fun y => V y - ∑ k, l k ^ 2 * m y ^ 2 / 2) m w l := by
    funext y q
    rw [truncatedEnergy_eq]
    simp only [cavityEnergy]
    ring
  have h1 : meanForcePotential b (truncatedEnergy V m w l) x
      = (V x - ∑ k, l k ^ 2 * m x ^ 2 / 2)
        - Real.log (∏ k, Real.sqrt (2 * π / (b * w k ^ 2))) / b := by
    rw [h]
    exact meanForcePotential_cavity hb hw _ m l x
  constructor
  · rw [h]
    exact (integrate_out_photons hb hw _ m l x).1
  · rw [h1, meanForcePotential_cavity hb hw V m l x]
    ring
```

The omitted term does not depend on \(q\), so the truncated energy \(E_{\mathrm{tr}}\) is a full cavity energy with molecular potential \(V(x)-\sum_k l_k^2m(x)^2/2\). This is `h` in the proof. The earlier theorems hold for every potential, hence for this one, and give integrability together with
\[ F_{E_{\mathrm{tr}}}(x) = F_E(x)-\sum_k\tfrac12 l_k^2m(x)^2 . \]
If some coupling is nonzero, omitting the self-energy from this energy function therefore raises the Boltzmann weight of configurations with larger \(m(x)^2\) relative to those with smaller \(m(x)^2\).

```lean
/-- For `b > 0` and positive mode frequencies, the model without self-energy gives the
molecular potential difference between `x` and `y` exactly when all couplings vanish or the
squared dipole is the same at both configurations. -/
theorem truncated_barrier_iff {b : ℝ} {w : ι → ℝ} (hb : 0 < b) (hw : ∀ k, 0 < w k)
    (V m : X → ℝ) (l : ι → ℝ) (x y : X) :
    meanForcePotential b (truncatedEnergy V m w l) x
        - meanForcePotential b (truncatedEnergy V m w l) y = V x - V y
      ↔ (∀ k, l k = 0) ∨ m x ^ 2 = m y ^ 2 := by
  have hS : ∀ z, ∑ k, l k ^ 2 * m z ^ 2 / 2 = (∑ k, l k ^ 2) * (m z ^ 2 / 2) := by
    intro z
    rw [Finset.sum_mul]
    exact Finset.sum_congr rfl fun k _ => by ring
  rw [(meanForcePotential_truncated hb hw V m l x).2,
    (meanForcePotential_truncated hb hw V m l y).2,
    meanForcePotential_cavity hb hw V m l x, meanForcePotential_cavity hb hw V m l y,
    hS x, hS y]
  constructor
  · intro h
    -- the spurious shift is minus half of this product, so the product must vanish
    have h0 : (∑ k, l k ^ 2) * (m x ^ 2 - m y ^ 2) = 0 := by
      linear_combination (-2) * h
    rcases mul_eq_zero.1 h0 with h1 | h1
    · left
      intro k
      have h2 := (Finset.sum_eq_zero_iff_of_nonneg
        (fun i _ => sq_nonneg (l i))).1 h1 k (Finset.mem_univ k)
      exact (pow_eq_zero_iff two_ne_zero).1 h2
    · right
      linarith
  · rintro (h | h)
    · have h1 : ∑ k, l k ^ 2 = 0 := Finset.sum_eq_zero fun k _ => by simp [h k]
      rw [h1]
      ring
    · rw [h]
      ring

end

end CavityMeanForce
```

By the previous results,
\[ F_{E_{\mathrm{tr}}}(x)-F_{E_{\mathrm{tr}}}(y) = V(x)-V(y)-\tfrac12\Big(\sum_k l_k^2\Big)\left(m(x)^2-m(y)^2\right). \]
The truncated model gives the molecular difference exactly when the last term vanishes, that is, when one of its two factors is zero. A sum of squares is zero only if every \(l_k\) is zero; otherwise \(m(x)^2=m(y)^2\). The proof obtains the vanishing product as `h0` and splits it with `mul_eq_zero`; the converse is substitution. Two configurations with opposite dipoles thus keep their correct free-energy difference even without the self-energy.

```lean
#print axioms CavityMeanForce.meanForcePotential_cavity
#print axioms CavityMeanForce.barrier_unchanged
#print axioms CavityMeanForce.truncated_barrier_iff
```

```
'CavityMeanForce.meanForcePotential_cavity' depends on axioms: [propext, Classical.choice, Quot.sound]
'CavityMeanForce.barrier_unchanged' depends on axioms: [propext, Classical.choice, Quot.sound]
'CavityMeanForce.truncated_barrier_iff' depends on axioms: [propext, Classical.choice, Quot.sound]
```
